# Normalised geminals of same-orbital singlet pairs on disjoint orbital sets give a normalised product with a diagonal one-particle density matrix

## Pair creators, geminals and the density matrix

Let a_{pσ} and a†_{pσ} be the annihilator and creator for an electron of spin σ in orbital p. They are mutually adjoint and obey the canonical anticommutation relations (CAR). Let Ω be a unit vector that every a_{pσ} sends to zero. The inner product ⟨x, y⟩ is antilinear in x. The singlet pair creator of orbital p, and the geminal on a finite orbital set S with complex amplitudes c_p, are

P_p⁺ = a†_{p↑} a†_{p↓},  G_S = ∑_{p∈S} c_p P_p⁺.

Take a finite list of pairwise disjoint sets S with ∑_{p∈S} |c_p|² = 1 in each, and let Ψ be the product of their geminals applied to Ω. Its spin-summed one-particle density matrix is

γ_pq = ∑_σ ⟨Ψ, a†_{pσ} a_{qσ} Ψ⟩.

The claim is that ‖Ψ‖ = 1 and that γ is diagonal, with γ_pp = 2|c_p|² if p lies in one of the sets and γ_pp = 0 otherwise. For such a product of singlet pairs, the orbitals are therefore natural orbitals and the amplitudes give their occupations. In generalised valence bond (GVB) perfect pairing, each correlated pair has a set of two orbitals: its orthogonal natural orbitals, not the two overlapping GVB orbitals.

## Removing an electron from a geminal

Write σ̄ for the spin opposite to σ, and set s_↑ = 1, s_↓ = −1. Moving an annihilator through the two creators of a pair gives

a_{p↑} a†_{p↑} a†_{p↓} = a†_{p↓} + a†_{p↑} a†_{p↓} a_{p↑},
a_{p↓} a†_{p↑} a†_{p↓} = −a†_{p↑} + a†_{p↑} a†_{p↓} a_{p↓}.

For a different orbital the two signs cancel and the operators commute. Summing over S with the amplitudes gives

a_{qσ} G_S = G_S a_{qσ} + [q ∈ S] c_q s_σ a†_{qσ̄},  (1)

where [q ∈ S] is 1 if q ∈ S and 0 otherwise.

Now let y have no electrons in S, so that a_{pσ} y = 0 for p ∈ S and both spins. For p ∈ S, (1) gives a_{p↑} G_S y = c_p a†_{p↓} y, and hence

⟨P_p⁺ x, G_S y⟩ = ⟨x, a_{p↓} a_{p↑} G_S y⟩ = c_p ⟨x, a_{p↓} a†_{p↓} y⟩ = c_p ⟨x, y⟩.

Multiplying by the conjugate of c_p and summing gives

⟨G_S x, G_S y⟩ = (∑_{p∈S} |c_p|²) ⟨x, y⟩.  (2)

## Induction over the geminals

Write Ψ = G_S Φ, where Φ is the product of the remaining geminals on Ω. By (1), an annihilator for an orbital outside all those remaining sets passes through to Ω and gives zero. Disjointness thus makes Φ empty in S, and (2) gives ⟨Ψ, Ψ⟩ = ⟨Φ, Φ⟩ = 1 by induction.

For the density matrix, the induction proves a spin-resolved statement: ⟨a_{pσ}Ψ, a_{qτ}Ψ⟩ equals |c_p|² if p = q, σ = τ and p lies in some set, and is zero otherwise. For the empty list, Ψ = Ω and every overlap vanishes. For Ψ = G_S Φ there are three cases.

If p and q are both in S, (1) leaves a_{pσ}Ψ = c_p s_σ a†_{pσ̄}Φ, and likewise for q. Since Φ is normalised and empty in S,

⟨a†_{pσ̄}Φ, a†_{qτ̄}Φ⟩ = ⟨Φ, a_{pσ̄} a†_{qτ̄}Φ⟩ = δ_pq δ_στ.

With p = q and σ = τ, the prefactors multiply to |c_p|².

If p ∈ S and q ∉ S, the overlap is proportional to

⟨a†_{pσ̄}Φ, G_S a_{qτ}Φ⟩ = ⟨Φ, G_S a_{pσ̄} a_{qτ}Φ⟩ + c_p s_σ̄ ⟨Φ, a†_{pσ} a_{qτ}Φ⟩.

The first term vanishes because a_{pσ̄} anticommutes with a_{qτ} and annihilates Φ. The second equals c_p s_σ̄ ⟨a_{pσ}Φ, a_{qτ}Φ⟩ = 0. Conjugation handles the case with p and q exchanged.

If neither is in S, both vectors have the form G_S a_{pσ}Φ. The vector a_{qτ}Φ is still empty in S, so (2) reduces the overlap to that of a_{pσ}Φ and a_{qτ}Φ, which is known by induction.

Setting τ = σ and summing over the two spins gives γ.

Normalising each geminal separately does not suffice if the sets overlap. With S = {p} used twice and |c_p| = 1, each geminal is normalised, yet P_p⁺ P_p⁺ = 0 and the product vanishes. Pair creators commute with one another, but they are not free boson creators.

## The Fock-space relations in Lean

The orbital type `ι` may be infinite, and `H` is any complex inner product space, not necessarily complete.

```lean
import Mathlib

open scoped ComplexConjugate

namespace GVBPairAlgebra

noncomputable section

variable {ι H : Type*} [DecidableEq ι] [NormedAddCommGroup H] [InnerProductSpace ℂ H]
```

A spin orbital is a pair in `ι × Bool`, with `true` for spin up. `IsFock` collects the assumed relations; anticommutation of two creators follows from `adj` and `anti`, so it is not listed.

```lean
/-- Annihilators `a` and creators `ad` of the spin orbitals `(p, σ)` (`true` is spin up) are
mutually adjoint, obey the canonical anticommutation relations, and `Ω` is a unit vacuum. -/
structure IsFock (a ad : ι × Bool → H →ₗ[ℂ] H) (Ω : H) : Prop where
  adj : ∀ m x y, inner ℂ (ad m x) y = inner ℂ x (a m y)
  anti : ∀ m k x, a m (a k x) = -a k (a m x)
  car : ∀ m k x, a m (ad k x) = (if m = k then x else 0) - ad k (a m x)
  vac : ∀ m, a m Ω = 0
  unit : ‖Ω‖ = 1
```

The next definitions transcribe P_p⁺, G_S, Ψ, γ and s_σ. A single amplitude function `c : ι → ℂ` serves all geminals, since disjoint sets never share an orbital. The head of the list is the geminal applied last. The Lean name `gvb` is used for sets of any size.

```lean
/-- The singlet pair creator: an up and a down electron in orbital `p`. -/
def pairCreator (ad : ι × Bool → H →ₗ[ℂ] H) (p : ι) : H →ₗ[ℂ] H :=
  ad (p, true) ∘ₗ ad (p, false)

/-- The geminal creator on the orbital set `S` with pair amplitudes `c`. -/
def geminal (ad : ι × Bool → H →ₗ[ℂ] H) (c : ι → ℂ) (S : Finset ι) : H →ₗ[ℂ] H :=
  ∑ p ∈ S, c p • pairCreator ad p

/-- The geminal product: one geminal for each orbital set in the list, applied to `Ω`. -/
def gvb (ad : ι × Bool → H →ₗ[ℂ] H) (c : ι → ℂ) (Ω : H) : List (Finset ι) → H
  | [] => Ω
  | S :: L => geminal ad c S (gvb ad c Ω L)

/-- The spin-summed one-particle density matrix of the state `Ψ`. -/
def density (a ad : ι × Bool → H →ₗ[ℂ] H) (Ψ : H) (p q : ι) : ℂ :=
  ∑ σ : Bool, inner ℂ Ψ (ad (p, σ) (a (q, σ) Ψ))

/-- The sign left when an electron of spin `σ` is removed from a pair. -/
def spinSign (σ : Bool) : ℂ := if σ then 1 else -1
```

## The commutation rule and the overlap formula

The first lemma moves a creator from the right slot of the inner product to the left.

```lean
variable {a ad : ι × Bool → H →ₗ[ℂ] H} {Ω : H}

/-- A creator in the right slot acts as the annihilator in the left slot. -/
theorem IsFock.adj_right (h : IsFock a ad Ω) (m : ι × Bool) (x y : H) :
    inner ℂ x (ad m y) = inner ℂ (a m x) y := by
  rw [← inner_conj_symm, h.adj, inner_conj_symm]
```

The pair rule splits on whether q = p and on the spin; linearity then yields (1).

```lean
/-- An annihilator commutes with a pair creator up to the creator of the partner electron. -/
theorem IsFock.ann_pair (h : IsFock a ad Ω) (p q : ι) (σ : Bool) (x : H) :
    a (q, σ) (pairCreator ad p x) = pairCreator ad p (a (q, σ) x) +
      if q = p then spinSign σ • ad (p, !σ) x else 0 := by
  by_cases hq : q = p <;> cases σ <;>
    simp [pairCreator, h.car, hq, spinSign] <;> abel

/-- An annihilator commutes with a geminal up to the partner of the removed electron. -/
theorem IsFock.ann_geminal (h : IsFock a ad Ω) (c : ι → ℂ) (S : Finset ι) (q : ι) (σ : Bool)
    (x : H) : a (q, σ) (geminal ad c S x) = geminal ad c S (a (q, σ) x) +
      if q ∈ S then (c q * spinSign σ) • ad (q, !σ) x else 0 := by
  simp only [geminal, LinearMap.sum_apply, LinearMap.smul_apply, map_sum, map_smul, h.ann_pair,
    smul_add, Finset.sum_add_distrib, smul_ite, smul_zero, Finset.sum_ite_eq, smul_smul]
```

Equation (2) follows. Only `y` is required to be empty in `S`; `x` is arbitrary. The step `key` is the evaluation of ⟨P_p⁺ x, G_S y⟩.

```lean
/-- Adding the same geminal to `x` and to `y`, where `y` has no electrons in `S`, multiplies their
overlap by the sum of the squared moduli of the amplitudes on `S`. -/
theorem IsFock.overlap (h : IsFock a ad Ω) (c : ι → ℂ) (S : Finset ι) (x y : H)
    (hy : ∀ p ∈ S, ∀ σ, a (p, σ) y = 0) :
    inner ℂ (geminal ad c S x) (geminal ad c S y) =
      ((∑ p ∈ S, ‖c p‖ ^ 2 : ℝ) : ℂ) * inner ℂ x y := by
  have expand : ∀ z, inner ℂ (geminal ad c S x) z =
      ∑ p ∈ S, conj (c p) * inner ℂ (pairCreator ad p x) z := by
    intro z
    simp only [geminal, LinearMap.sum_apply, LinearMap.smul_apply, sum_inner, inner_smul_left]
  rw [expand]
  push_cast
  rw [Finset.sum_mul]
  refine Finset.sum_congr rfl fun p hp => ?_
  -- only the pair in the same orbital survives
  have key : inner ℂ (pairCreator ad p x) (geminal ad c S y) = c p * inner ℂ x y := by
    simp [pairCreator, h.adj, h.ann_geminal, hy p hp, hp, h.car, spinSign]
  rw [key, ← mul_assoc, Complex.conj_mul']
```

## Norm and density matrix of the product

Orbitals outside every set are empty, by induction on the list.

```lean
/-- Orbitals outside all the sets in the list are empty in the geminal product. -/
theorem IsFock.ann_gvb (h : IsFock a ad Ω) (c : ι → ℂ) (q : ι) (σ : Bool)
    (L : List (Finset ι)) (hq : ∀ S ∈ L, q ∉ S) : a (q, σ) (gvb ad c Ω L) = 0 := by
  induction L with
  | nil => exact h.vac _
  | cons S L ih =>
    rw [gvb, h.ann_geminal, ih fun T hT => hq T (List.mem_cons_of_mem _ hT),
      if_neg (hq S List.mem_cons_self), map_zero, add_zero]
```

The main induction carries the norm and the spin-resolved overlaps together. In the proof, `h0` says that Φ is empty in `S`, `cross` is the mixed case, and the two `by_cases` on membership in `S` produce the cases treated above.

```lean
/-- For pairwise disjoint sets with normalised amplitudes, the geminal product has unit norm, and
the vectors obtained from it by removing one electron are mutually orthogonal, with squared norm
`|c_p|²` for an orbital `p` in a geminal and zero for any other. -/
theorem IsFock.gvb_overlaps (h : IsFock a ad Ω) (c : ι → ℂ) (L : List (Finset ι))
    (hL : L.Pairwise Disjoint) (hc : ∀ S ∈ L, ∑ p ∈ S, ‖c p‖ ^ 2 = 1) :
    inner ℂ (gvb ad c Ω L) (gvb ad c Ω L) = 1 ∧ ∀ p q σ τ,
      inner ℂ (a (p, σ) (gvb ad c Ω L)) (a (q, τ) (gvb ad c Ω L)) =
        if (p = q ∧ σ = τ) ∧ ∃ S ∈ L, p ∈ S then (‖c p‖ : ℂ) ^ 2 else 0 := by
  induction L with
  | nil => simp [gvb, h.vac, inner_self_eq_norm_sq_to_K, h.unit]
  | cons S L ih =>
    obtain ⟨hS, hL'⟩ := List.pairwise_cons.mp hL
    obtain ⟨ih1, ih2⟩ := ih hL' fun T hT => hc T (List.mem_cons_of_mem _ hT)
    have h0 : ∀ r ∈ S, ∀ ρ, a (r, ρ) (gvb ad c Ω L) = 0 := fun r hr ρ =>
      h.ann_gvb c r ρ L fun T hT => Finset.disjoint_left.mp (hS T hT) hr
    have hn := hc S List.mem_cons_self
    simp only [gvb]
    generalize gvb ad c Ω L = Φ at *
    refine ⟨by rw [h.overlap c S Φ Φ h0, hn, ih1]; simp, fun p q σ τ => ?_⟩
    -- a broken pair in `S` is orthogonal to an intact one
    have cross : ∀ r ∈ S, ∀ ρ k, inner ℂ (ad (r, ρ) Φ) (geminal ad c S (a k Φ)) = 0 := by
      intro r hr ρ k
      rw [h.adj, h.ann_geminal, h.anti, h0 r hr, if_pos hr, map_zero, neg_zero, map_zero,
        zero_add, inner_smul_right, h.adj_right, h0 r hr, inner_zero_left, mul_zero]
    rw [h.ann_geminal, h.ann_geminal]
    by_cases hp : p ∈ S <;> by_cases hq : q ∈ S
    · rw [h0 p hp, h0 q hq, if_pos hp, if_pos hq, map_zero, zero_add, zero_add,
        inner_smul_left, inner_smul_right, h.adj, h.car, h0 p hp, map_zero, sub_zero]
      by_cases hpq : p = q
      · subst hpq
        have hsq : ‖Φ‖ ^ 2 = 1 := by
          rw [← inner_self_eq_norm_sq (𝕜 := ℂ), ih1]
          simp
        have hΦ : ‖Φ‖ = 1 := by nlinarith [norm_nonneg Φ]
        cases σ <;> cases τ <;> simp [hp, hΦ, spinSign, Complex.conj_mul']
      · simp [hpq]
    · have hpq : p ≠ q := fun e => hq (e ▸ hp)
      rw [h0 p hp, if_pos hp, if_neg hq, map_zero, zero_add, add_zero, inner_smul_left,
        cross p hp]
      simp [hpq]
    · have hpq : p ≠ q := fun e => hp (e ▸ hq)
      rw [h0 q hq, if_neg hp, if_pos hq, map_zero, zero_add, add_zero, inner_smul_right,
        ← inner_conj_symm, cross q hq]
      simp [hpq]
    · rw [if_neg hp, if_neg hq, add_zero, add_zero, h.overlap c S _ _ fun r hr ρ => by
        rw [h.anti, h0 r hr, map_zero, neg_zero], hn, ih2]
      simp [hp]
```

The final theorem assumes `IsFock`, pairwise disjointness `hL` and normalisation `hc`. It concludes that the norm is one and gives every entry of γ. Its proof moves the creator to the left slot and sums the overlaps over spin.

```lean
/-- A product of normalised geminals over disjoint orbital sets is normalised, and its
spin-summed density matrix is diagonal with entries `2|c_p|²` on the orbitals of the geminals
and zero on all others. -/
theorem gvb_normalised_density (h : IsFock a ad Ω) (c : ι → ℂ) (L : List (Finset ι))
    (hL : L.Pairwise Disjoint) (hc : ∀ S ∈ L, ∑ p ∈ S, ‖c p‖ ^ 2 = 1) :
    ‖gvb ad c Ω L‖ = 1 ∧ ∀ p q, density a ad (gvb ad c Ω L) p q =
      if p = q ∧ ∃ S ∈ L, p ∈ S then 2 * (‖c p‖ : ℂ) ^ 2 else 0 := by
  obtain ⟨h1, h2⟩ := h.gvb_overlaps c L hL hc
  constructor
  · have h3 : ‖gvb ad c Ω L‖ ^ 2 = 1 := by
      rw [← inner_self_eq_norm_sq (𝕜 := ℂ), h1]
      simp
    nlinarith [norm_nonneg (gvb ad c Ω L)]
  · intro p q
    simp only [density, h.adj_right, h2, Fintype.sum_bool, and_true]
    split_ifs <;> ring
```

The amplitudes are given, not optimised: no Hamiltonian or energy enters, and there are no unpaired electrons.

## A Jordan–Wigner realisation

The relations in `IsFock` are satisfied by concrete operators for every number n of orbitals. States are complex functions of occupation strings. An operator toggles one occupation and attaches a factor −1 for each occupied spin orbital that comes earlier in lexicographic order.

```lean
/-- Change the occupation of the spin orbital `m` in an occupation string. -/
def toggle {n : ℕ} (m : Fin n × Bool) (s : Fin n × Bool → Bool) : Fin n × Bool → Bool :=
  Function.update s m (!s m)

/-- The exchange sign of `m` with an electron in `x`: minus one if `x` comes before `m`. -/
def swapSign {n : ℕ} (x m : Fin n × Bool) : ℤ := if toLex x < toLex m then -1 else 1

/-- The Jordan–Wigner sign: the product of exchange signs over the occupied spin orbitals. -/
def jwSign {n : ℕ} (m : Fin n × Bool) (s : Fin n × Bool → Bool) : ℤ :=
  ∏ x, if s x then swapSign x m else 1

/-- The Jordan–Wigner operator that empties (`b = false`) or fills (`b = true`) the spin
orbital `m`. -/
def jw {n : ℕ} (b : Bool) (m : Fin n × Bool) :
    EuclideanSpace ℂ (Fin n × Bool → Bool) →ₗ[ℂ] EuclideanSpace ℂ (Fin n × Bool → Bool) where
  toFun f := WithLp.toLp 2 fun s => if s m = b then (jwSign m s : ℂ) * f (toggle m s) else 0
  map_add' f g := by ext s; by_cases h : s m = b <;> simp [h, mul_add]
  map_smul' r f := by ext s; by_cases h : s m = b <;> simp [h, mul_left_comm]
```

Toggling x changes the sign attached to m by their exchange sign.

```lean
/-- Toggling `x` multiplies the Jordan–Wigner sign of `m` by their exchange sign. -/
theorem jwSign_toggle {n : ℕ} (m x : Fin n × Bool) (s : Fin n × Bool → Bool) :
    jwSign m (toggle x s) = swapSign x m * jwSign m s := by
  have key : ∀ y, (if toggle x s y then swapSign y m else 1) =
      (if y = x then swapSign x m else 1) * (if s y then swapSign y m else 1) := by
    intro y
    by_cases hy : y = x
    · subst hy
      cases h : s y <;> by_cases hl : toLex y < toLex m <;> simp [toggle, h, swapSign, hl]
    · simp [toggle, hy]
  simp only [jwSign, key, Finset.prod_mul_distrib, Finset.prod_ite_eq', Finset.mem_univ, if_true]
```

Adjointness comes from reindexing the sum over strings by `toggle`. For distinct spin orbitals, the anticommutators vanish because exactly one of the two operator orders acquires a minus sign, which is the step `sw`. For equal ones, the squared sign is one, which is `sq`.

```lean
/-- The Jordan–Wigner operators on the occupation strings of `n` orbitals, with the empty
string as vacuum, satisfy all the relations of `IsFock`. -/
theorem jordanWigner_witness (n : ℕ) : IsFock (jw (n := n) false) (jw true)
    (EuclideanSpace.single (fun _ => false) 1) := by
  have ap : ∀ b (m : Fin n × Bool) f s, jw b m f s =
      if s m = b then (jwSign m s : ℂ) * f (toggle m s) else 0 := fun _ _ _ _ => rfl
  have ts : ∀ (m : Fin n × Bool) s, toggle m s m = !s m := fun m s => by simp [toggle]
  have tn : ∀ (m k : Fin n × Bool) s, k ≠ m → toggle m s k = s k :=
    fun m k s h => by simp [toggle, h]
  have tt : ∀ m : Fin n × Bool, Function.Involutive (toggle m) :=
    fun m s => by simp [toggle]
  have tc : ∀ (m k : Fin n × Bool) s, m ≠ k → toggle m (toggle k s) = toggle k (toggle m s) :=
    fun m k s h => by
      simp only [toggle, Function.update_of_ne h, Function.update_of_ne h.symm]
      exact Function.update_comm h.symm _ _ _
  have ss : ∀ m : Fin n × Bool, swapSign m m = 1 := fun m => by simp [swapSign]
  have sq : ∀ (m : Fin n × Bool) s, (jwSign m s : ℂ) * jwSign m s = 1 := fun m s => by
    have : jwSign m s * jwSign m s = 1 := by
      rw [jwSign, ← Finset.prod_mul_distrib]
      refine Finset.prod_eq_one fun x _ => ?_
      unfold swapSign
      split_ifs <;> simp
    exact_mod_cast this
  -- distinct spin orbitals: exactly one of the two orders gives a minus sign
  have sw : ∀ m k : Fin n × Bool, m ≠ k → (swapSign m k : ℂ) + swapSign k m = 0 := by
    intro m k h
    rcases lt_or_gt_of_ne (fun e => h (toLex.injective e) : toLex m ≠ toLex k) with l | l <;>
      simp [swapSign, l, not_lt_of_gt l]
  refine ⟨fun m f g => ?_, fun m k f => ?_, fun m k f => ?_, fun m => ?_, by simp⟩
  · rw [PiLp.inner_apply, PiLp.inner_apply]
    refine (Equiv.sum_comp (tt m).toPerm _).symm.trans (Finset.sum_congr rfl fun s _ => ?_)
    rw [Function.Involutive.coe_toPerm, ap, ap, ts, tt m s, jwSign_toggle, ss]
    cases h : s m <;> simp
    ring
  · ext s
    rw [PiLp.neg_apply, ap, ap, ap, ap]
    rcases eq_or_ne m k with rfl | h
    · cases h1 : s m <;> simp [ts, h1]
    · rw [tn m k s h.symm, tn k m s h, tc m k s h, jwSign_toggle, jwSign_toggle]
      cases h1 : s m <;> cases h2 : s k <;> simp
      linear_combination (jwSign m s * jwSign k s * f (toggle k (toggle m s)) : ℂ) * sw m k h
  · ext s
    rw [PiLp.sub_apply, ap, ap, ap, ap]
    rcases eq_or_ne m k with rfl | h
    · rw [ts, tt m s, jwSign_toggle, ss, if_pos rfl]
      cases h1 : s m <;> simp <;> linear_combination (f s) * sq m s
    · rw [tn m k s h.symm, tn k m s h, tc m k s h, jwSign_toggle, jwSign_toggle, if_neg h]
      cases h1 : s m <;> cases h2 : s k <;> simp
      linear_combination (jwSign m s * jwSign k s * f (toggle k (toggle m s)) : ℂ) * sw m k h
  · ext s
    rw [ap]
    cases h : s m
    · have hne : toggle m s ≠ fun _ => false := fun e => by
        have := congrFun e m
        simp [ts, h] at this
      simp [hne]
    · simp

end

end GVBPairAlgebra
```

```lean
#print axioms GVBPairAlgebra.gvb_normalised_density
```

```
'GVBPairAlgebra.gvb_normalised_density' depends on axioms: [propext, Classical.choice, Quot.sound]
```
